# A ladder operator in a complex Banach algebra evolves by a scalar factor

If $A$ and $B$ belong to a complex Banach algebra and $AB-BA=sB$ for a complex number $s$, then $e^{A}Be^{-A}=e^{s}B$. With $A=itH$ and $\hbar=1$, this is the Heisenberg evolution of a ladder operator $B$ under a bounded Hamiltonian $H$.

## Operators of finite norm

`𝔸` is a complex algebra with a norm satisfying $\|XY\|\le\|X\|\,\|Y\|$. Physically, its elements are bounded operators, such as matrices on a finite state space. The norm enters the derivation through the exponential series and a bound on commutators.

The oscillator's number operator $N$ and creation operator $a^\dagger$ are unbounded. They satisfy $[N,a^\dagger]=a^\dagger$ on suitable states, yet no power of $a^\dagger$ vanishes, in contrast to the termination result below.

In Lean 4 with Mathlib:

```lean
import Mathlib

open Complex (I)

namespace LadderEvolution

noncomputable section

variable {𝔸 : Type*} [NormedRing 𝔸] [NormedAlgebra ℂ 𝔸]
```

## The commutator returns a multiple of B

The hypothesis `h` implies that $B$ shifts eigenvalues of $A$ by $s$: if $A\psi=a\psi$, then $AB\psi=(a+s)B\psi$, where $B\psi$ may be zero. Rewritten, it is $AB=B(A+s)$, with $s$ standing for $s$ times the identity, `algebraMap ℂ 𝔸 s`. Each further factor of $A$ passes through in the same way:

$$A^{n+1}B=A\,B(A+s)^n=B(A+s)^{n+1}.$$

The proof records the first relation as `SemiconjBy` and raises it to the power $n$ with `pow_right`. Without the hypothesis the identity already fails at $n=1$, where it is the hypothesis itself.

```lean
/-- If `AB - BA = sB`, then moving `B` to the left through `A ^ n` shifts `A` by `s`. -/
theorem pow_mul_ladder {A B : 𝔸} {s : ℂ} (h : A * B - B * A = s • B) (n : ℕ) :
    A ^ n * B = B * (A + algebraMap ℂ 𝔸 s) ^ n := by
  have h1 : SemiconjBy B (A + algebraMap ℂ 𝔸 s) A := by
    change B * (A + algebraMap ℂ 𝔸 s) = A * B
    rw [mul_add, ← Algebra.commutes, ← Algebra.smul_def, ← h]
    abel
  exact (h1.pow_right n).eq.symm
```

## Completeness gives the exponential a limit

Completeness means that Cauchy sequences of operators converge within the algebra, as they do for matrices and for all bounded operators on a Hilbert space. By hand, it permits

$$e^AB=\sum_n\frac{A^nB}{n!}=\sum_n\frac{B(A+s)^n}{n!}=Be^{A+s}.$$

In the proof, `h1` and `h2` are these two convergent series, `e` equates their terms, and uniqueness of the sum finishes. Without completeness the limit may be missing: in the algebra of polynomials on $[0,1]$ with the supremum norm, the series for $e^x$ has no polynomial limit.

```lean
/-- If `AB - BA = sB` in a complex Banach algebra, then moving `B` to the left through
`exp A` shifts the exponent by `s`. -/
theorem exp_mul_ladder [CompleteSpace 𝔸] {A B : 𝔸} {s : ℂ} (h : A * B - B * A = s • B) :
    NormedSpace.exp A * B = B * NormedSpace.exp (A + algebraMap ℂ 𝔸 s) := by
  have h1 : HasSum (fun n : ℕ => ((n.factorial : ℂ)⁻¹ • A ^ n) * B)
      (NormedSpace.exp A * B) :=
    (NormedSpace.exp_series_hasSum_exp' (𝕂 := ℂ) A).mul_right B
  have h2 : HasSum (fun n : ℕ => B * ((n.factorial : ℂ)⁻¹ • (A + algebraMap ℂ 𝔸 s) ^ n))
      (B * NormedSpace.exp (A + algebraMap ℂ 𝔸 s)) :=
    (NormedSpace.exp_series_hasSum_exp' (𝕂 := ℂ) (A + algebraMap ℂ 𝔸 s)).mul_left B
  -- the two series agree term by term
  have e : (fun n : ℕ => ((n.factorial : ℂ)⁻¹ • A ^ n) * B) =
      fun n : ℕ => B * ((n.factorial : ℂ)⁻¹ • (A + algebraMap ℂ 𝔸 s) ^ n) := by
    funext n
    rw [smul_mul_assoc, mul_smul_comm, pow_mul_ladder h]
  rw [e] at h1
  exact h1.unique h2
```

Since $s$ commutes with $A$, $e^{A+s}=e^se^A$.

```lean
/-- In a complex Banach algebra, shifting the exponent by a scalar `s` multiplies the
exponential by `e ^ s`. -/
theorem exp_add_scalar [CompleteSpace 𝔸] (A : 𝔸) (s : ℂ) :
    NormedSpace.exp (A + algebraMap ℂ 𝔸 s) = Complex.exp s • NormedSpace.exp A := by
  let : NormedAlgebra ℚ 𝔸 := NormedAlgebra.restrictScalars ℚ ℂ 𝔸
  have hc : Commute A (algebraMap ℂ 𝔸 s) := (Algebra.commutes s A).symm
  rw [NormedSpace.exp_add_of_commute hc, ← NormedSpace.algebraMap_exp_comm,
    ← Complex.exp_eq_exp_ℂ, ← Algebra.commutes, Algebra.smul_def]
```

Likewise $A$ commutes with $-A$, so $e^Ae^{-A}=1$.

```lean
/-- In a complex Banach algebra, `exp (-A)` is a right inverse of `exp A`. -/
theorem exp_mul_exp_neg [CompleteSpace 𝔸] (A : 𝔸) :
    NormedSpace.exp A * NormedSpace.exp (-A) = 1 := by
  let : NormedAlgebra ℚ 𝔸 := NormedAlgebra.restrictScalars ℚ ℂ 𝔸
  have hc : Commute A (-A) := (Commute.refl A).neg_right
  rw [← NormedSpace.exp_add_of_commute hc, add_neg_cancel, NormedSpace.exp_zero]
```

Together these give $e^ABe^{-A}=e^sBe^Ae^{-A}=e^sB$, which is the chain of rewrites here.

```lean
/-- If `AB - BA = sB` in a complex Banach algebra, then conjugating the ladder operator `B`
with `exp A` multiplies it by `e ^ s`. -/
theorem exp_conj_ladder [CompleteSpace 𝔸] {A B : 𝔸} {s : ℂ} (h : A * B - B * A = s • B) :
    NormedSpace.exp A * B * NormedSpace.exp (-A) = Complex.exp s • B := by
  rw [exp_mul_ladder h, exp_add_scalar, mul_smul_comm, smul_mul_assoc, mul_assoc,
    exp_mul_exp_neg, mul_one]
```

For $A=itH$ the commutator is $[itH,B]=its\,B$, so the factor is $e^{its}$. The theorem does not require $H$ to be self-adjoint or $s$ to be real; for real $s$ the factor is a pure phase.

```lean
/-- Heisenberg evolution, in units with `ℏ = 1`: if `HB - BH = sB` in a complex Banach
algebra, then after time `t` the operator `B` has become `e ^ (its) B`. -/
theorem heisenberg_evolution [CompleteSpace 𝔸] {H B : 𝔸} {s : ℂ}
    (h : H * B - B * H = s • B) (t : ℝ) :
    NormedSpace.exp (((t : ℂ) * I) • H) * B * NormedSpace.exp (-(((t : ℂ) * I) • H)) =
      Complex.exp ((t : ℂ) * I * s) • B :=
  exp_conj_ladder (by rw [smul_mul_assoc, mul_smul_comm, ← smul_sub, h, smul_smul])
```

Consider an interaction-picture calculation for electrons in finitely many orthonormal spin orbitals, where $c_p^\dagger$ creates an electron in orbital $p$ of energy $\varepsilon_p$. For the non-interacting $H=\sum_p\varepsilon_pc_p^\dagger c_p$, the operator $c_p^\dagger c_q$ has $s=\varepsilon_p-\varepsilon_q$. A perturbation $\sum_{pq}v_{pq}c_p^\dagger c_q$ therefore evolves by replacing $v_{pq}$ with $v_{pq}e^{i(\varepsilon_p-\varepsilon_q)t}$; this transformation of the perturbation needs no many-body matrix exponential.

## The phase law at every time

The converse assumes that $B$ acquires the factor $e^{its}$ at every real $t$: it oscillates at a single frequency when $s$ is real. Moving the factor $e^{-itH}$ across gives

$$e^{itH}B=e^{its}Be^{itH}.$$

Differentiating at $t=0$ gives $iHB=isB+iBH$, and cancelling $i$ gives $HB-BH=sB$. In the proof, `hfun` is the rearranged equation, `hE` and `hc` supply the derivatives, and `h1.unique` equates them. The "inverse propagator" in the code comment is $e^{-itH}$, the inverse of $e^{itH}$; in the Schrödinger picture $e^{-itH}$ is itself the propagator of states.

One non-zero time is not enough. For $H=\mathrm{diag}(1,0)$ and $B$ with a single entry 1 in the upper right corner, $B$ returns to itself at $t=2\pi$, as $s=0$ would predict, but $[H,B]=B$.

```lean
/-- Converse: if in a complex Banach algebra the Heisenberg evolution under `H` multiplies `B`
by `e ^ (its)` at every real time `t`, then `HB - BH = sB`. -/
theorem ladder_of_heisenberg [CompleteSpace 𝔸] {H B : 𝔸} {s : ℂ}
    (h : ∀ t : ℝ, NormedSpace.exp (((t : ℂ) * I) • H) * B *
      NormedSpace.exp (-(((t : ℂ) * I) • H)) = Complex.exp ((t : ℂ) * I * s) • B) :
    H * B - B * H = s • B := by
  have hE : HasDerivAt (fun t : ℝ => NormedSpace.exp (((t : ℂ) * I) • H)) (I • H) 0 := by
    have h0 := hasDerivAt_exp_smul_const (𝕂 := ℝ) (I • H) (0 : ℝ)
    simpa [mul_smul] using h0
  have hc : HasDerivAt (fun t : ℝ => Complex.exp ((t : ℂ) * I * s)) (I * s) 0 := by
    have h0 := ((hasDerivAt_id ((0 : ℝ) : ℂ)).mul_const (I * s)).cexp.comp_ofReal
    simpa [mul_assoc] using h0
  -- bring the inverse propagator to the other side
  have hfun : (fun t : ℝ => NormedSpace.exp (((t : ℂ) * I) • H) * B) =
      (fun t : ℝ => Complex.exp ((t : ℂ) * I * s) • B) *
        (fun t : ℝ => NormedSpace.exp (((t : ℂ) * I) • H)) := by
    funext t
    have hinv := exp_mul_exp_neg (-(((t : ℂ) * I) • H))
    rw [neg_neg] at hinv
    rw [Pi.mul_apply, ← h t, mul_assoc _ (NormedSpace.exp (-(((t : ℂ) * I) • H))), hinv,
      mul_one]
  -- compare the derivatives at time zero
  have h1 := hE.mul_const B
  rw [hfun] at h1
  have h2 := h1.unique ((hc.smul_const B).mul hE)
  have h3 : I • (H * B) = (I * s) • B + I • (B * H) := by
    simpa using h2
  have h4 : I • (H * B - B * H) = I • (s • B) := by
    rw [smul_sub, h3, smul_smul, add_sub_cancel_right]
  exact smul_right_injective 𝔸 Complex.I_ne_zero h4
```

## More steps than the spectrum has room for

Applying $B$ repeatedly adds up the shifts:

$$[A,B^{k+1}]=[A,B^k]B+B^k[A,B]=(k+1)sB^{k+1}.$$

The induction starts at $k=0$, where both sides of $[A,B^k]=ksB^k$ vanish.

```lean
/-- If `AB - BA = sB`, then `k` successive ladder steps shift by `k s`. -/
theorem commutator_ladder_pow {A B : 𝔸} {s : ℂ} (h : A * B - B * A = s • B) (k : ℕ) :
    A * B ^ k - B ^ k * A = ((k : ℂ) * s) • B ^ k := by
  induction k with
  | zero => simp
  | succ k ih =>
    calc A * B ^ (k + 1) - B ^ (k + 1) * A
        = (A * B ^ k - B ^ k * A) * B + B ^ k * (A * B - B * A) := by
          rw [pow_succ]; noncomm_ring
      _ = ((k : ℂ) * s) • B ^ (k + 1) + s • B ^ (k + 1) := by
          rw [ih, h, smul_mul_assoc, mul_smul_comm, ← pow_succ]
      _ = (((k + 1 : ℕ) : ℂ) * s) • B ^ (k + 1) := by
          rw [← add_smul]; push_cast; ring_nf
```

Taking norms gives $k|s|\,\|B^k\|\le2\|A\|\,\|B^k\|$. The hypothesis `hk`, $k|s|>2\|A\|$, says that the total shift exceeds the width available to the spectrum of $A$, and it forces $B^k=0$. The proof assumes $B^k\ne0$ and contradicts this inequality. For $s\ne0$ some $k$ always qualifies, so the ladder terminates; for $s=0$ none does, and $B=1$ never terminates.

```lean
/-- A ladder in a complex normed algebra terminates: if `AB - BA = sB` and `k |s|` exceeds
`2 ‖A‖`, then `B ^ k = 0`. -/
theorem ladder_terminates {A B : 𝔸} {s : ℂ} (h : A * B - B * A = s • B) {k : ℕ}
    (hk : 2 * ‖A‖ < k * ‖s‖) : B ^ k = 0 := by
  by_contra hB
  have hpos : 0 < ‖B ^ k‖ := norm_pos_iff.mpr hB
  -- the commutator with `A` has norm at most `2 ‖A‖ ‖B ^ k‖`
  have h1 : (k * ‖s‖) * ‖B ^ k‖ ≤ 2 * ‖A‖ * ‖B ^ k‖ := by
    calc (k * ‖s‖) * ‖B ^ k‖ = ‖A * B ^ k - B ^ k * A‖ := by
          rw [commutator_ladder_pow h, norm_smul, norm_mul, Complex.norm_natCast]
      _ ≤ ‖A * B ^ k‖ + ‖B ^ k * A‖ := norm_sub_le _ _
      _ ≤ ‖A‖ * ‖B ^ k‖ + ‖B ^ k‖ * ‖A‖ := add_le_add (norm_mul_le _ _) (norm_mul_le _ _)
      _ = 2 * ‖A‖ * ‖B ^ k‖ := by ring
  exact absurd (mul_lt_mul_of_pos_right hk hpos) (not_lt_of_ge h1)
```

Spin 1 provides a non-zero example with $s=1$.

```lean
/-- The spin-1 matrix `S_z`, in units of `ℏ`. -/
def spinZ : Matrix (Fin 3) (Fin 3) ℂ := !![1, 0, 0; 0, 0, 0; 0, 0, -1]

/-- The spin-1 raising matrix `S_+`, in units of `ℏ`. -/
def spinPlus : Matrix (Fin 3) (Fin 3) ℂ :=
  !![0, (Real.sqrt 2 : ℂ), 0; 0, 0, (Real.sqrt 2 : ℂ); 0, 0, 0]
```

The proof compares the matrices entry by entry and reads off a non-zero entry of $S_+$.

```lean
/-- The spin-1 matrices satisfy the ladder relation with `s = 1`, and `S_+` is not zero. -/
theorem ladder_witness :
    spinZ * spinPlus - spinPlus * spinZ = (1 : ℂ) • spinPlus ∧ spinPlus ≠ 0 := by
  constructor
  · ext i j
    fin_cases i <;> fin_cases j <;>
      simp [spinZ, spinPlus]
  · intro h
    have h01 := congrFun (congrFun h 0) 1
    simp [spinPlus] at h01

end

end LadderEvolution
```

In the operator norm $\|S_z\|=1$, so the bound gives $S_+^3=0$. At $k=2$ the two sides of `hk` are equal and $S_+^2\ne0$, so the strict inequality cannot be relaxed to $\le$.

```lean
#print axioms LadderEvolution.exp_conj_ladder
#print axioms LadderEvolution.heisenberg_evolution
#print axioms LadderEvolution.ladder_of_heisenberg
#print axioms LadderEvolution.ladder_terminates
```

```
'LadderEvolution.exp_conj_ladder' depends on axioms: [propext, Classical.choice, Quot.sound]
'LadderEvolution.heisenberg_evolution' depends on axioms: [propext, Classical.choice, Quot.sound]
'LadderEvolution.ladder_of_heisenberg' depends on axioms: [propext, Classical.choice, Quot.sound]
'LadderEvolution.ladder_terminates' depends on axioms: [propext, Classical.choice, Quot.sound]
```
